# Time reversal of an SU(2) spin rotation gives its inverse: σy Uᵀ σy = U†

An electron's spin rotation along a path is represented here by a 2×2 complex matrix U in SU(2), and the rotation collected on the time-reversed path is defined as σy Uᵀ σy. The lemma states that this matrix equals U†, the inverse of U; it is a matrix identity only, with no model of the paths themselves or of their interference. The attempt first compares entries to show that σy Uᵀ σy is the adjugate of U. It then uses det U = 1 and U U† = 1 to identify the adjugate with U†.

Lean 4 with Mathlib refuses this proof:

```lean
import Mathlib

open Matrix Filter

namespace WeakAntilocalization

noncomputable section

/-- The Pauli matrix `σy`. -/
def σy : Matrix (Fin 2) (Fin 2) ℂ := !![0, -Complex.I; Complex.I, 0]

/-- The spin rotation `σy Uᵀ σy` collected on the time-reversed path. -/
def timeReverse (U : Matrix (Fin 2) (Fin 2) ℂ) : Matrix (Fin 2) (Fin 2) ℂ :=
  σy * Uᵀ * σy

/-- For a spin rotation in SU(2), the time-reversed path carries the inverse rotation `U†`. -/
theorem timeReverse_eq {U : Matrix (Fin 2) (Fin 2) ℂ}
    (hU : U ∈ specialUnitaryGroup (Fin 2) ℂ) : timeReverse U = Uᴴ := by
  obtain ⟨hu, hd⟩ := mem_specialUnitaryGroup_iff.mp hU
  have hu' : U * Uᴴ = 1 := mem_unitaryGroup_iff.mp hu
  -- the reversed rotation is the adjugate matrix
  have hT : timeReverse U = adjugate U := by
    rw [Matrix.adjugate_fin_two]
    ext i j
    fin_cases i <;> fin_cases j <;>
      simp [timeReverse, σy, Matrix.mul_apply, Fin.sum_univ_two] <;>
      (try ring_nf) <;> (try simp only [Complex.I_sq]) <;> (try ring)
  calc timeReverse U = adjugate U * (U * Uᴴ) := by rw [hu', mul_one, hT]
    _ = (adjugate U * U) * Uᴴ := by rw [mul_assoc]
    _ = Uᴴ := by rw [Matrix.adjugate_mul, hd, one_smul, one_mul]

end

end WeakAntilocalization
```

Compiling this gives:

```
Main.lean:22:42: error: unsolved goals
case «0».«0»
U : Matrix (Fin 2) (Fin 2) ℂ
hU : U ∈ specialUnitaryGroup (Fin 2) ℂ
hu : U ∈ unitaryGroup (Fin 2) ℂ
hd : U.det = 1
hu' : U * Uᴴ = 1
⊢ Complex.I * (![0, -Complex.I] ᵥ* Uᵀ) 1 = U 1 1

case «0».«1»
U : Matrix (Fin 2) (Fin 2) ℂ
hU : U ∈ specialUnitaryGroup (Fin 2) ℂ
hu : U ∈ unitaryGroup (Fin 2) ℂ
hd : U.det = 1
hu' : U * Uᴴ = 1
⊢ Complex.I * (![0, -Complex.I] ᵥ* Uᵀ) 0 = U 0 1

case «1».«0»
U : Matrix (Fin 2) (Fin 2) ℂ
hU : U ∈ specialUnitaryGroup (Fin 2) ℂ
hu : U ∈ unitaryGroup (Fin 2) ℂ
hd : U.det = 1
hu' : U * Uᴴ = 1
⊢ (![Complex.I, 0] ᵥ* Uᵀ) 1 * Complex.I = -U 1 0

case «1».«1»
U : Matrix (Fin 2) (Fin 2) ℂ
hU : U ∈ specialUnitaryGroup (Fin 2) ℂ
hu : U ∈ unitaryGroup (Fin 2) ℂ
hd : U.det = 1
hu' : U * Uᴴ = 1
⊢ -((![Complex.I, 0] ᵥ* Uᵀ) 0 * Complex.I) = U 0 0
```

What went wrong. The error reports four unsolved goals, one for each matrix entry in the proof of `hT`. The goals are true, but each contains an unexpanded vector–matrix product, such as `(![0, -Complex.I] ᵥ* Uᵀ) 1`.

The failing `simp` unfolds `σy` into an explicit matrix while also expanding the products. Mathlib's simp lemmas for explicit matrices then rewrite the inner product `σy * Uᵀ` row by row, using `ᵥ*`. After that, `Matrix.mul_apply` no longer fits, since it needs an entry of a matrix product, and no lemma given to `simp` expands `ᵥ*`. The later `ring` steps cannot look inside these terms either.

The added `simp only` expands both products into sums of entries while `σy` is still folded, so the row-by-row rewriting cannot get in first. `simp [σy]` then only has to fill in the entries of `σy`, and the remaining arithmetic closes. Dropping the other lemmas from that second call is tidying, as their work is already done.

The mended proof, as a diff:

```diff
@@ -23,6 +23,7 @@
     rw [Matrix.adjugate_fin_two]
     ext i j
+    simp only [timeReverse, Matrix.mul_apply, Fin.sum_univ_two, Matrix.transpose_apply]
     fin_cases i <;> fin_cases j <;>
-      simp [timeReverse, σy, Matrix.mul_apply, Fin.sum_univ_two] <;>
+      simp [σy] <;>
       (try ring_nf) <;> (try simp only [Complex.I_sq]) <;> (try ring)
   calc timeReverse U = adjugate U * (U * Uᴴ) := by rw [hu', mul_one, hT]
```
